# The Turán determinant of Hermite polynomials as a weighted sum of squares

For the physicists' Hermite polynomials, `turan_eq_sum` states that H_(n+1)(x)² − H_n(x) H_(n+2)(x) equals 2^(n+1) n! times the sum of H_k(x)²/(2^k k!) over k = 0, …, n, for every natural number n and real x. These polynomials are the unnormalised polynomial factors of the harmonic oscillator's eigenfunctions; in the dimensionless coordinate x, the normalised probability density of level k is H_k(x)²/(2^k k!) times e^(−x²)/√π. The sum is therefore, up to that common factor, the total density of the lowest n + 1 levels, each counted once. The proof is by induction on n: it applies the recursion `turan_succ`, splits the last term off the sum, and uses `key` to identify that term, with its prefactor, as the square added by the recursion.

Lean 4 with Mathlib refuses this proof:

```lean
import Mathlib

open Finset

namespace TuranEqSum

noncomputable section

/-- The physicists' Hermite polynomials as real functions, generated from `H_0 = 1` and
`H_1 = 2x` by the three-term recursion `H_(n+2) = 2x H_(n+1) - 2(n+1) H_n`. -/
def H : ℕ → ℝ → ℝ
  | 0, _ => 1
  | 1, x => 2 * x
  | n + 2, x => 2 * x * H (n + 1) x - 2 * ((n : ℝ) + 1) * H n x

/-- The Turán determinant `H_(n+1)(x)² - H_n(x) H_(n+2)(x)`. -/
def turan (n : ℕ) (x : ℝ) : ℝ := H (n + 1) x ^ 2 - H n x * H (n + 2) x

/-- The lowest Turán determinant is the constant 2. -/
theorem turan_zero (x : ℝ) : turan 0 x = 2 := by
  have h1 : H 1 x = 2 * x := rfl
  have h0 : H 0 x = 1 := rfl
  have h2 : H 2 x = 2 * x * H 1 x - 2 * (((0 : ℕ) : ℝ) + 1) * H 0 x := rfl
  change H 1 x ^ 2 - H 0 x * H 2 x = 2
  rw [h2, h1, h0]
  push_cast
  ring

/-- Going up one level multiplies the Turán determinant by `2(n+1)` and adds a square. -/
theorem turan_succ (n : ℕ) (x : ℝ) :
    turan (n + 1) x = 2 * ((n : ℝ) + 1) * turan n x + 2 * H (n + 1) x ^ 2 := by
  have h2 : H (n + 2) x = 2 * x * H (n + 1) x - 2 * ((n : ℝ) + 1) * H n x := rfl
  have h3 : H (n + 3) x
      = 2 * x * H (n + 2) x - 2 * (((n + 1 : ℕ) : ℝ) + 1) * H (n + 1) x := rfl
  push_cast at h3
  change H (n + 2) x ^ 2 - H (n + 1) x * H (n + 3) x
    = 2 * ((n : ℝ) + 1) * (H (n + 1) x ^ 2 - H n x * H (n + 2) x) + 2 * H (n + 1) x ^ 2
  linear_combination H (n + 2) x * h2 - H (n + 1) x * h3

/-- The Turán determinant is a weighted sum of the squares of `H_0, ..., H_n`, with
positive weights. -/
theorem turan_eq_sum (n : ℕ) (x : ℝ) :
    turan n x = 2 ^ (n + 1) * (n.factorial : ℝ) *
      ∑ k ∈ range (n + 1), H k x ^ 2 / (2 ^ k * (k.factorial : ℝ)) := by
  induction n with
  | zero => rw [turan_zero]; simp [H]
  | succ n ih =>
    -- the new term of the sum is the square added by the recursion
    have key : (2 : ℝ) ^ (n + 1 + 1) * ((n + 1).factorial : ℝ) *
        (H (n + 1) x ^ 2 / (2 ^ (n + 1) * ((n + 1).factorial : ℝ)))
        = 2 * H (n + 1) x ^ 2 := by
      have hf : ((n + 1).factorial : ℝ) ≠ 0 := by positivity
      rw [pow_succ (2 : ℝ) (n + 1)]
      field_simp
    rw [turan_succ, ih, Finset.sum_range_succ _ (n + 1), mul_add, key, Nat.factorial_succ]
    push_cast
    ring

end

end TuranEqSum
```

The compiler's answer:

```
Main.lean:55:66: error: Tactic `rewrite` failed: Did not find an occurrence of the pattern
  2 ^ (n + 1 + 1) * ↑(n + 1).factorial * (H (n + 1) x ^ 2 / (2 ^ (n + 1) * ↑(n + 1).factorial))
in the target expression
  (2 * ↑n + 2 * 1) * (2 ^ (n + 1) * ↑n.factorial * ∑ k ∈ range (n + 1), H k x ^ 2 / (2 ^ k * ↑k.factorial)) +
      2 * H (n + 1) x ^ 2 =
    2 ^ (n + 1 + 1) * ↑(n + 1).factorial *
      (∑ x_1 ∈ range (n + 1), H x_1 x ^ 2 / (2 ^ x_1 * ↑x_1.factorial) +
        H (n + 1) x ^ 2 / (2 ^ (n + 1) * ↑(n + 1).factorial))

case succ
x : ℝ
n : ℕ
ih : turan n x = 2 ^ (n + 1) * ↑n.factorial * ∑ k ∈ range (n + 1), H k x ^ 2 / (2 ^ k * ↑k.factorial)
key :
  2 ^ (n + 1 + 1) * ↑(n + 1).factorial * (H (n + 1) x ^ 2 / (2 ^ (n + 1) * ↑(n + 1).factorial)) = 2 * H (n + 1) x ^ 2
⊢ (2 * ↑n + 2 * 1) * (2 ^ (n + 1) * ↑n.factorial * ∑ k ∈ range (n + 1), H k x ^ 2 / (2 ^ k * ↑k.factorial)) +
      2 * H (n + 1) x ^ 2 =
    2 ^ (n + 1 + 1) * ↑(n + 1).factorial *
      (∑ x_1 ∈ range (n + 1), H x_1 x ^ 2 / (2 ^ x_1 * ↑x_1.factorial) +
        H (n + 1) x ^ 2 / (2 ^ (n + 1) * ↑(n + 1).factorial))
```

The error says that `rw` could not find the left side of `key` in the goal. That product should have appeared when `mul_add` distributed the prefactor on the right over the sum and its last term. But `mul_add` was given no arguments, so its pattern was any product of the form `a * (b + c)`, and `rw` settled on `2 * (↑n + 1)`, on the left of the equation. The goal in the message shows the result: the left side now contains `2 * ↑n + 2 * 1`, while on the right the prefactor still multiplies the whole bracket. The left side of `key` is therefore not there as a single term, and `rw` does not distribute the product to produce it.

The repair gives `mul_add` its first factor explicitly, `(2 : ℝ) ^ (n + 1 + 1) * ((n + 1).factorial : ℝ)`. The pattern now fits only the product on the right, which is distributed as intended, and `key` finds its term. The line break is mere tidying.

Fix (accepted with no message):

```diff
@@ -53,5 +53,6 @@
       rw [pow_succ (2 : ℝ) (n + 1)]
       field_simp
-    rw [turan_succ, ih, Finset.sum_range_succ _ (n + 1), mul_add, key, Nat.factorial_succ]
+    rw [turan_succ, ih, Finset.sum_range_succ _ (n + 1),
+      mul_add ((2 : ℝ) ^ (n + 1 + 1) * ((n + 1).factorial : ℝ)), key, Nat.factorial_succ]
     push_cast
     ring
```
